# The nested commutators of every H with a complex matrix T terminate exactly when T is a scalar plus a nilpotent matrix

For square complex matrices H and T, set C₀ = H and Cₖ₊₁ = CₖT − TCₖ; up to a factor 1/k!, Cₖ is the k-th term in the expansion of the similarity-transformed Hamiltonian exp(−T) H exp(T) of coupled-cluster theory. The question is for which T this series stops for every H, at an order that may depend on T but not on H.

In Lean 4 with Mathlib:

```lean
import Mathlib

open Matrix

namespace CoupledClusterTermination

variable {ι : Type*} [Fintype ι] [DecidableEq ι]

/-- The `k`-fold nested commutator `[...[[H, T], T]..., T]` of an operator `H` with `T`. -/
noncomputable def nestedComm (T H : Matrix ι ι ℂ) : ℕ → Matrix ι ι ℂ
  | 0 => H
  | k + 1 => nestedComm T H k * T - T * nestedComm T H k

/-- The commutator series of `T` terminates universally: at some order `k` the `k`-fold nested
commutator with `T` vanishes for every operator `H`. -/
def Terminates (T : Matrix ι ι ℂ) : Prop :=
  ∃ k : ℕ, ∀ H : Matrix ι ι ℂ, nestedComm T H k = 0

/-- Adding a multiple of the identity to `N` changes none of the nested commutators. -/
theorem nestedComm_scalar_add (c : ℂ) (N H : Matrix ι ι ℂ) (k : ℕ) :
    nestedComm (c • (1 : Matrix ι ι ℂ) + N) H k = nestedComm N H k := by
  induction k with
  | zero => rfl
  | succ k ih =>
    simp only [nestedComm, ih]
    rw [mul_add, add_mul, Matrix.mul_smul, Matrix.smul_mul, mul_one, one_mul,
      add_sub_add_left_eq_sub]

/-- The commutator series of a nilpotent operator terminates universally. -/
theorem terminates_of_isNilpotent {N : Matrix ι ι ℂ} (hN : IsNilpotent N) :
    Terminates N := by
  obtain ⟨m, hm⟩ := hN
  -- with enough factors of `N` in total, one side of `H` carries at least `m` of them
  have key : ∀ (H : Matrix ι ι ℂ) (j a b : ℕ), 2 * m ≤ a + b + j →
      N ^ a * nestedComm N H j * N ^ b = 0 := by
    intro H j
    induction j with
    | zero =>
      intro a b hab
      have hor : m ≤ a ∨ m ≤ b := by omega
      rcases hor with h | h
      · rw [pow_eq_zero_of_le h hm, zero_mul, zero_mul]
      · rw [pow_eq_zero_of_le h hm, mul_zero]
    | succ j ih =>
      intro a b hab
      -- each term of the commutator moves one more `N` to the right or to the left
      have h1 := ih a (b + 1) (by omega)
      have h2 := ih (a + 1) b (by omega)
      rw [pow_succ'] at h1
      rw [pow_succ] at h2
      calc N ^ a * nestedComm N H (j + 1) * N ^ b
          = N ^ a * nestedComm N H j * (N * N ^ b)
            - N ^ a * N * nestedComm N H j * N ^ b := by
            simp only [nestedComm, mul_sub, sub_mul, mul_assoc]
        _ = 0 := by rw [h1, h2, sub_zero]
  refine ⟨2 * m, fun H => ?_⟩
  have h := key H (2 * m) 0 0 (by omega)
  rwa [pow_zero, one_mul, mul_one] at h

/-- In positive dimension every complex matrix `T` has a left eigenvector. -/
theorem exists_left_eigenvector [Nonempty ι] (T : Matrix ι ι ℂ) :
    ∃ (c : ℂ) (w : ι → ℂ), w ≠ 0 ∧ w ᵥ* T = c • w := by
  obtain ⟨c, hc⟩ := Module.End.exists_eigenvalue (Matrix.toLin' Tᵀ)
  obtain ⟨w, hw⟩ := hc.exists_hasEigenvector
  refine ⟨c, w, hw.2, ?_⟩
  have h := hw.apply_eq_smul
  rwa [Matrix.toLin'_apply, Matrix.mulVec_transpose] at h

/-- If `w` satisfies `w T = c w`, the `k`-fold nested commutator of the operator `x wᵀ` with `T`
is again of this form, with `x` replaced by `(c 1 - T)^k x`. -/
theorem nestedComm_vecMulVec {T : Matrix ι ι ℂ} {c : ℂ} {w : ι → ℂ}
    (hw : w ᵥ* T = c • w) (x : ι → ℂ) (k : ℕ) :
    nestedComm T (vecMulVec x w) k =
      vecMulVec ((c • (1 : Matrix ι ι ℂ) - T) ^ k *ᵥ x) w := by
  induction k with
  | zero => simp only [nestedComm, pow_zero, Matrix.one_mulVec]
  | succ k ih =>
    rw [nestedComm, ih, pow_succ', ← Matrix.mulVec_mulVec]
    generalize (c • (1 : Matrix ι ι ℂ) - T) ^ k *ᵥ x = y
    rw [Matrix.vecMulVec_mul, Matrix.mul_vecMulVec, hw, Matrix.sub_mulVec,
      Matrix.smul_mulVec, Matrix.one_mulVec]
    ext i j
    simp only [Matrix.sub_apply, Matrix.vecMulVec_apply, Pi.sub_apply, Pi.smul_apply,
      smul_eq_mul]
    ring

/-- If the `k`-fold nested commutator with `T` vanishes for every `H`, then
`(T - c 1)^k = 0` for some complex number `c`, with the same `k`. -/
theorem exists_sub_scalar_pow_eq_zero {T : Matrix ι ι ℂ} {k : ℕ}
    (hT : ∀ H : Matrix ι ι ℂ, nestedComm T H k = 0) :
    ∃ c : ℂ, (T - c • (1 : Matrix ι ι ℂ)) ^ k = 0 := by
  rcases isEmpty_or_nonempty ι with hι | hι
  · exact ⟨0, Subsingleton.elim _ _⟩
  obtain ⟨c, w, hw0, hw⟩ := exists_left_eigenvector T
  obtain ⟨j, hj'⟩ := Function.ne_iff.mp hw0
  have hj : w j ≠ 0 := hj'
  have hz : (c • (1 : Matrix ι ι ℂ) - T) ^ k = 0 := by
    ext i l
    -- probe with the operator built from the basis vector `l` and `w`
    have h := hT (vecMulVec (Pi.single l 1) w)
    rw [nestedComm_vecMulVec hw] at h
    generalize (c • (1 : Matrix ι ι ℂ) - T) ^ k = M at h ⊢
    have hij := congrFun (congrFun h i) j
    simpa [Matrix.vecMulVec_apply, hj] using hij
  exact ⟨c, by rw [← neg_sub, neg_pow, hz, mul_zero]⟩

/-- The commutator series of a complex matrix `T` terminates universally if and only if `T` is
a multiple of the identity plus a nilpotent matrix. -/
theorem terminates_iff_scalar_add_nilpotent (T : Matrix ι ι ℂ) :
    Terminates T ↔
      ∃ (c : ℂ) (N : Matrix ι ι ℂ), IsNilpotent N ∧ T = c • (1 : Matrix ι ι ℂ) + N := by
  constructor
  · rintro ⟨k, hk⟩
    obtain ⟨c, hc⟩ := exists_sub_scalar_pow_eq_zero hk
    exact ⟨c, T - c • (1 : Matrix ι ι ℂ), ⟨k, hc⟩, (add_sub_cancel _ _).symm⟩
  · rintro ⟨c, N, hN, rfl⟩
    obtain ⟨k, hk⟩ := terminates_of_isNilpotent hN
    exact ⟨k, fun H => by rw [nestedComm_scalar_add, hk]⟩

/-- A test without eigenvalues: in dimension `d` the commutator series of `T` terminates
universally if and only if `d T - (tr T) 1` is nilpotent. -/
theorem terminates_iff_trace (T : Matrix ι ι ℂ) :
    Terminates T ↔
      IsNilpotent ((Fintype.card ι : ℂ) • T - T.trace • (1 : Matrix ι ι ℂ)) := by
  constructor
  · intro h
    obtain ⟨c, N, hN, rfl⟩ := (terminates_iff_scalar_add_nilpotent T).mp h
    -- a nilpotent matrix is traceless, so the trace of `c 1 + N` is `d c`
    have h0 : N.trace = 0 := (Matrix.isNilpotent_trace_of_isNilpotent hN).eq_zero
    have htr : (c • (1 : Matrix ι ι ℂ) + N).trace = (Fintype.card ι : ℂ) * c := by
      rw [Matrix.trace_add, Matrix.trace_smul, Matrix.trace_one, h0, add_zero, smul_eq_mul,
        mul_comm]
    rw [htr, smul_add, smul_smul, add_sub_cancel_left]
    exact hN.smul _
  · intro h
    rcases isEmpty_or_nonempty ι with hι | hι
    · exact ⟨0, fun H => Subsingleton.elim _ _⟩
    have hd : (Fintype.card ι : ℂ) ≠ 0 := Nat.cast_ne_zero.mpr Fintype.card_ne_zero
    refine (terminates_iff_scalar_add_nilpotent T).mpr
      ⟨(Fintype.card ι : ℂ)⁻¹ * T.trace, _, h.smul (Fintype.card ι : ℂ)⁻¹, ?_⟩
    rw [smul_sub, smul_smul, smul_smul, inv_mul_cancel₀ hd, one_smul]
    exact (add_sub_cancel _ _).symm

end CoupledClusterTermination
```

```lean
#print axioms CoupledClusterTermination.terminates_iff_scalar_add_nilpotent
#print axioms CoupledClusterTermination.terminates_iff_trace
```

```
'CoupledClusterTermination.terminates_iff_scalar_add_nilpotent' depends on axioms: [propext, Classical.choice, Quot.sound]
'CoupledClusterTermination.terminates_iff_trace' depends on axioms: [propext, Classical.choice, Quot.sound]
```

## Termination for all H at once

In the code, Cₖ is `nestedComm T H k`. The finite type `ι` labels the basis states, and operators are matrices of type `Matrix ι ι ℂ`. The property `Terminates T` says that there is one k with Cₖ = 0 for all H. All later commutators then vanish too, since each is built from the one before.

The main theorem, `terminates_iff_scalar_add_nilpotent`, states that `Terminates T` holds if and only if

T = c 1 + N

for some complex number c and some nilpotent N, that is, Nᵐ = 0 for some m. The second theorem, `terminates_iff_trace`, replaces the search for c and N by a condition on T itself. With d the dimension, `Fintype.card ι`, the series terminates for every H if and only if

d T − (tr T) 1

is nilpotent. Both theorems include dimension zero, where all matrices are equal and both sides hold.

## Excitation operators and the order of termination

In a finite basis, a cluster operator that only excites electrons out of a reference determinant raises the excitation rank each time it acts, and the rank is bounded, so its matrix is nilpotent and the commutator series ends for any H. An anti-Hermitian generator, as in unitary coupled cluster, is diagonalisable, so in finite dimension it meets the criterion only if it is a multiple of the identity. The nilpotency of a cluster operator is the step from the matrices to electronic structure: it enters as a hypothesis on N and is not derived from creation and annihilation operators.

The familiar statement that the coupled-cluster expansion stops after the fourfold commutator is of another kind. It relies on H containing at most two-body interactions. Here H is arbitrary, and the order is governed by T alone. For a particular H the series may also stop when T fails the criterion, for instance when H commutes with T.

## A scalar plus a nilpotent matrix gives termination

The scalar part has no effect, because c 1 commutes with everything:

C(c 1 + N) − (c 1 + N)C = CN − NC.

By induction on k, all nested commutators with c 1 + N equal those with N. This is `nestedComm_scalar_add`.

Now let Nᵐ = 0, and let Cⱼ be the nested commutators of H with N. The claim, called `key` in `terminates_of_isNilpotent`, is that

Nᵃ Cⱼ Nᵇ = 0 whenever a + b + j ≥ 2m.

The proof is by induction on j, for all a and b together. For j = 0 we have a + b ≥ 2m, so a ≥ m or b ≥ m, and one of the outer powers is zero. For the next step,

Nᵃ Cⱼ₊₁ Nᵇ = Nᵃ Cⱼ Nᵇ⁺¹ − Nᵃ⁺¹ Cⱼ Nᵇ.

Both terms on the right vanish by the induction hypothesis, since the total count a + b + j + 1 is the same as on the left. In the code these two terms are `h1` and `h2`, and `omega` checks the counting. Taking a = b = 0 and j = 2m gives C₂ₘ = 0 for every H. This order is sufficient but not the smallest: for m ≥ 1 the same argument works with 2m − 1 in place of 2m, because a + b ≥ 2m − 1 already forces a ≥ m or b ≥ m.

## Termination forces this form

Let Cₖ = 0 for every H, and let the dimension be positive. The characteristic polynomial of Tᵀ has a complex root c, so Tᵀ has an eigenvector w ≠ 0. Read as a row, it satisfies

wᵀT = c wᵀ.

This is `exists_left_eigenvector`, where `w ᵥ* T` denotes the row vector times the matrix. No complex conjugation is involved, so wᵀ is a transpose and not the bra of w.

For any column x, take the rank-one operator H = x wᵀ, with entries xᵢwⱼ; in the code it is `vecMulVec x w`. Its first commutator is

x wᵀT − T x wᵀ = (c x − T x) wᵀ = ((c 1 − T)x) wᵀ.

The result has the same form with a new column, so induction gives

Cₖ = ((c 1 − T)ᵏ x) wᵀ.

That is `nestedComm_vecMulVec`. In its induction step, `generalize` gives the current column the name `y`, and the rest is the one-line calculation above, finished entry by entry with `ring`.

Since Cₖ = 0, choose an index j with wⱼ ≠ 0. Column j of Cₖ is (c 1 − T)ᵏ x multiplied by wⱼ, so (c 1 − T)ᵏ x = 0. Letting x run through the basis vectors shows that every column of (c 1 − T)ᵏ is zero. Changing the sign inside the power gives

(T − c 1)ᵏ = (−1)ᵏ (c 1 − T)ᵏ = 0.

This is `exists_sub_scalar_pow_eq_zero`, which keeps the same k as in the hypothesis. Setting N = T − c 1 gives the required decomposition, and the main theorem joins the two directions.

## The trace criterion

If T = c 1 + N with N nilpotent, then tr N = 0, so tr T = d c. Therefore

d T − (tr T) 1 = d c 1 + d N − d c 1 = d N,

which is nilpotent. Conversely, suppose that d T − (tr T) 1 is nilpotent and d > 0. Dividing by d gives

T = (tr T / d) 1 + (1/d)(d T − (tr T) 1),

a scalar plus a nilpotent matrix, and the main theorem applies. The proof of `terminates_iff_trace` follows these two calculations and treats dimension zero separately, before the division by d.
